# The fourth-order Stark coefficient of ground-state hydrogen is −3555/64 in atomic units

A: In a uniform electric field of strength $F$, the ground-state energy of non-relativistic hydrogen with a fixed nucleus has the formal expansion
$$E=-\tfrac12-\tfrac94F^2-\tfrac{3555}{64}F^4+\cdots$$
in atomic units. The Lean file verifies explicit first-, second- and third-order wavefunction factors and evaluates the averages that give $-9/4$ and $-3555/64$.

```lean
import Mathlib

open Polynomial MeasureTheory

namespace HydrogenStarkResponse

noncomputable section
```

Q: I see no Hamiltonian in those theorems. Where is the atom?

A: It has been divided out. Let $H_0=-\Delta/2-1/r$, with ground state $\psi_0=e^{-r}/\sqrt\pi$ and energy $E_0=-1/2$. The perturbation is $FV$ with $V=rm$ and $m=\cos\theta$. Write $\psi=\psi_0(1+Ff_1+F^2f_2+\cdots)$ and $E=E_0+FE_1+F^2E_2+\cdots$. Since $\nabla\psi_0=-\psi_0\,\hat r$,
$$(H_0-E_0)(\psi_0f)=\psi_0\,Af,\qquad Af=-\tfrac12\Delta f+\partial_rf.$$
With $f_0=1$, collecting powers of $F$ gives
$$Af_n=-Vf_{n-1}+\sum_{k=1}^{n}E_kf_{n-k}.$$
This reduction is done by hand; the file starts from $A$.

```lean
/-- The Laplacian of an axially symmetric function of the radius `r > 0` and `m = cos θ`. -/
def laplacian (f : ℝ → ℝ → ℝ) (r m : ℝ) : ℝ :=
  deriv (deriv fun s => f s m) r + 2 / r * deriv (fun s => f s m) r
    + deriv (fun x => (1 - x ^ 2) * deriv (fun y => f r y) x) m / r ^ 2

/-- The operator `A f = -Δf/2 + ∂f/∂r`, for `r > 0`. -/
def responseOp (f : ℝ → ℝ → ℝ) (r m : ℝ) : ℝ :=
  -laplacian f r m / 2 + deriv (fun s => f s m) r
```

Q: Is that Laplacian a symbolic rule for polynomials?

A: No, `deriv` is the actual derivative of a real function. The definition is the spherical Laplacian without its azimuthal term, so it covers axially symmetric functions only. The response equations assume `0 < r`, which keeps the divisions by $r$ meaningful.

Q: And the expectation values?

A: They are integrals against $\psi_0^2$. Integrating over the azimuth turns $\psi_0^2\,d^3r$ into $2r^2e^{-2r}\,dr\,dm$, whose total is 1. I write $\langle f\rangle$ for `average f`.

```lean
/-- The average over `r > 0` and `-1 ≤ m ≤ 1` with the hydrogen weight `2 r² exp(-2r)`. -/
def average (f : ℝ → ℝ → ℝ) : ℝ :=
  ∫ r in Set.Ioi (0 : ℝ), ∫ m in (-1 : ℝ)..1, f r m * (2 * r ^ 2 * Real.exp (-2 * r))
```

Q: Now the factors. Why should I believe those coefficients?

```lean
/-- The first-order factor `f1`. -/
def f1 (r m : ℝ) : ℝ := -(r + r ^ 2 / 2) * m

/-- The second-order factor `f2`, a sum of an isotropic and a `P2(m)` part. -/
def f2 (r m : ℝ) : ℝ :=
  r ^ 4 / 24 + r ^ 3 / 4 + 3 * r ^ 2 / 4 - 81 / 16
    + (r ^ 4 / 12 + 5 * r ^ 3 / 12 + 5 * r ^ 2 / 8) * ((3 * m ^ 2 - 1) / 2)

/-- The third-order factor `f3`, a sum of a `P1(m)` and a `P3(m)` part. -/
def f3 (r m : ℝ) : ℝ :=
  -(r ^ 6 / 80 + 2 * r ^ 5 / 15 + 43 * r ^ 4 / 60 + 71 * r ^ 3 / 40
      + 25 * r ^ 2 / 32 + 25 * r / 16) * m
    - (r ^ 6 / 120 + 3 * r ^ 5 / 40 + 21 * r ^ 4 / 80 + 7 * r ^ 3 / 20)
      * ((5 * m ^ 3 - 3 * m) / 2)
```

A: Use the Legendre polynomials $P_1=m$, $P_2=(3m^2-1)/2$ and $P_3=(5m^3-3m)/2$, with $P_0=1$. On one radial power,
$$A(r^kP_l)=\Big[k\,r^{k-1}-\tfrac{k(k+1)-l(l+1)}2\,r^{k-2}\Big]P_l.$$
At first order, $E_1=\langle V\rangle=0$ by parity, and
$$Af_1=-\big[1+\tfrac12(2r-2)\big]m=-rm.$$

At second order, write $f_2=g_0+g_2P_2$. The rule gives
$$Ag_0=\tfrac{r^3}6+\tfrac{r^2}3-\tfrac94,\qquad A(g_2P_2)=\big(\tfrac{r^3}3+\tfrac{2r^2}3\big)P_2.$$
Because $m^2=\tfrac13+\tfrac23P_2$, the sum is $-\tfrac94+(r^2+\tfrac{r^3}2)m^2=-\tfrac94-rmf_1$.

At third order, the rule applied to $f_3$ gives
$$Af_3=\Big(-\tfrac{3r^5}{40}-\tfrac{5r^4}{12}-r^3+\tfrac{9r^2}8+\tfrac{117r}{16}\Big)P_1-\Big(\tfrac{r^5}{20}+\tfrac{r^4}4+\tfrac{3r^3}8\Big)P_3.$$
Since $mP_2=\tfrac25P_1+\tfrac35P_3$, this is $-rmf_2-\tfrac94f_1$.

Q: Does Lean use the same rule?

A: It uses a slightly more general one. `responseOp_polynomial` takes any function of the form $p(r)Y(m)+q(r)Z(m)$ with polynomial factors and replaces the analytic derivatives by polynomial ones. The steps `hrad` and `hang` differentiate in $r$ and $m$. The polynomials `Y` and `Z` need not be Legendre polynomials, so $l(l+1)$ is never put in; it comes out of the differentiation.

```lean
/-- The action of `A` on a sum of two products of a radial and an angular polynomial. -/
theorem responseOp_polynomial {f : ℝ → ℝ → ℝ} (p q Y Z : ℝ[X])
    (h : ∀ r m, f r m = p.eval r * Y.eval m + q.eval r * Z.eval m) (r m : ℝ) :
    responseOp f r m =
      -((derivative (derivative p)).eval r * Y.eval m
          + (derivative (derivative q)).eval r * Z.eval m
        + 2 / r * ((derivative p).eval r * Y.eval m + (derivative q).eval r * Z.eval m)
        + (p.eval r * (derivative ((1 - X ^ 2) * derivative Y)).eval m
          + q.eval r * (derivative ((1 - X ^ 2) * derivative Z)).eval m) / r ^ 2) / 2
      + ((derivative p).eval r * Y.eval m + (derivative q).eval r * Z.eval m) := by
  have hf : f = fun r m => p.eval r * Y.eval m + q.eval r * Z.eval m := by
    funext s x
    exact h s x
  -- radial and angular derivatives of such sums
  have hrad : ∀ (P Q : ℝ[X]) (y z : ℝ), deriv (fun s => P.eval s * y + Q.eval s * z)
      = fun s => (derivative P).eval s * y + (derivative Q).eval s * z := fun P Q y z =>
    funext fun s => (((P.hasDerivAt s).mul_const y).fun_add ((Q.hasDerivAt s).mul_const z)).deriv
  have hang : ∀ (P Q : ℝ[X]) (a b : ℝ), deriv (fun s => a * P.eval s + b * Q.eval s)
      = fun s => a * (derivative P).eval s + b * (derivative Q).eval s := fun P Q a b =>
    funext fun s => (((P.hasDerivAt s).const_mul a).fun_add ((Q.hasDerivAt s).const_mul b)).deriv
  have hmul : (fun x : ℝ => (1 - x ^ 2) *
        (p.eval r * (derivative Y).eval x + q.eval r * (derivative Z).eval x))
      = fun x => p.eval r * ((1 - X ^ 2) * derivative Y).eval x
        + q.eval r * ((1 - X ^ 2) * derivative Z).eval x := by
    funext x
    simp only [eval_mul, eval_sub, eval_one, eval_pow, eval_X]
    ring
  rw [hf]
  unfold responseOp laplacian
  simp only [hrad]
  simp only [hang]
  rw [hmul, hang]
```

A: Each response equation then names its four polynomials. `simp only` differentiates and evaluates them, `field_simp` clears the powers of $r$, and `ring` compares coefficients.

```lean
/-- The first-order response equation `A f1 = -r m`. -/
theorem first_order_equation {r : ℝ} (hr : 0 < r) (m : ℝ) :
    responseOp f1 r m = -(r * m) := by
  have hr' := hr.ne'
  rw [responseOp_polynomial (-(X + C (1 / 2) * X ^ 2)) 0 X 0 (by
    intro s x
    simp only [f1, eval_neg, eval_add, eval_mul, eval_C, eval_pow, eval_X, eval_zero]
    ring)]
  simp only [derivative_neg, derivative_add, derivative_sub, derivative_mul, derivative_C,
    derivative_X_pow, derivative_X, derivative_one, derivative_zero, eval_neg, eval_add,
    eval_sub, eval_mul, eval_C, eval_pow, eval_X, eval_one, eval_zero, Nat.cast_ofNat]
  field_simp
  ring

/-- The second-order response equation `A f2 = -9/4 - r m f1`. -/
theorem second_order_equation {r : ℝ} (hr : 0 < r) (m : ℝ) :
    responseOp f2 r m = -9 / 4 - r * m * f1 r m := by
  have hr' := hr.ne'
  rw [responseOp_polynomial
    (C (1 / 24) * X ^ 4 + C (1 / 4) * X ^ 3 + C (3 / 4) * X ^ 2 - C (81 / 16))
    (C (1 / 12) * X ^ 4 + C (5 / 12) * X ^ 3 + C (5 / 8) * X ^ 2)
    1 (C (3 / 2) * X ^ 2 - C (1 / 2)) (by
    intro s x
    simp only [f2, eval_add, eval_sub, eval_mul, eval_C, eval_pow, eval_X, eval_one]
    ring)]
  simp only [f1, derivative_add, derivative_sub, derivative_mul, derivative_C,
    derivative_X_pow, derivative_one, derivative_zero, eval_add,
    eval_sub, eval_mul, eval_C, eval_pow, eval_X, eval_one, eval_zero, Nat.cast_ofNat]
  field_simp
  ring

/-- The third-order response equation `A f3 = -r m f2 - (9/4) f1`. -/
theorem third_order_equation {r : ℝ} (hr : 0 < r) (m : ℝ) :
    responseOp f3 r m = -(r * m * f2 r m) - 9 / 4 * f1 r m := by
  have hr' := hr.ne'
  rw [responseOp_polynomial
    (-(C (1 / 80) * X ^ 6 + C (2 / 15) * X ^ 5 + C (43 / 60) * X ^ 4 + C (71 / 40) * X ^ 3
      + C (25 / 32) * X ^ 2 + C (25 / 16) * X))
    (-(C (1 / 120) * X ^ 6 + C (3 / 40) * X ^ 5 + C (21 / 80) * X ^ 4 + C (7 / 20) * X ^ 3))
    X (C (5 / 2) * X ^ 3 - C (3 / 2) * X) (by
    intro s x
    simp only [f3, eval_neg, eval_add, eval_sub, eval_mul, eval_C, eval_pow, eval_X]
    ring)]
  simp only [f1, f2, derivative_neg, derivative_add, derivative_sub, derivative_mul,
    derivative_C, derivative_X_pow, derivative_X, derivative_one, derivative_zero, eval_neg,
    eval_add, eval_sub, eval_mul, eval_C, eval_pow, eval_X, eval_one, eval_zero, Nat.cast_ofNat]
  field_simp
  ring
```

Q: The second equation already contains $-9/4$. Was that number inserted by hand?

A: It enters the equation as a constant, and a separate theorem confirms that it equals $\langle rmf_1\rangle$. The required moments are
$$\langle r^n\rangle=\frac{(n+2)!}{2^{n+1}},$$
which for $n=2,\dots,7$ are $3,\ \tfrac{15}2,\ \tfrac{45}2,\ \tfrac{315}4,\ 315,\ \tfrac{2835}2$. A factor $m^2$ contributes $1/3$, and $m^4$ contributes $1/5$. Therefore
$$\langle rmf_1\rangle=-\tfrac13\big(3+\tfrac{15}4\big)=-\tfrac94,\qquad
\langle f_2\rangle=\tfrac{15}{16}+\tfrac{15}8+\tfrac94-\tfrac{81}{16}=0.$$
The $P_2$ part of $f_2$ averages to zero over angles. The constant $-81/16$ is there to make $\langle f_2\rangle$ vanish, which is intermediate normalisation.

In Lean, `radial_moment` gets the radial integral from the Gamma function.

```lean
/-- The radial integral of `rⁿ exp(-2r)` over `r > 0` is `n!/2ⁿ⁺¹`. -/
theorem radial_moment (n : ℕ) :
    ∫ r in Set.Ioi (0 : ℝ), r ^ n * Real.exp (-2 * r) = (n.factorial : ℝ) / 2 ^ (n + 1) := by
  have h := Real.integral_rpow_mul_exp_neg_mul_Ioi (a := (n : ℝ) + 1) (r := 2)
    (by positivity) (by norm_num)
  have e : (1 / (2 : ℝ)) ^ ((n : ℝ) + 1) = 1 / 2 ^ (n + 1) := by
    rw [← Nat.cast_add_one, Real.rpow_natCast, one_div_pow]
  rw [Real.Gamma_nat_eq_factorial, e] at h
  simp only [add_sub_cancel_right, Real.rpow_natCast] at h
  simp only [neg_mul]
  rw [h]
  ring
```

A: `average_polynomial` then handles any polynomial whose angular powers are $1$, $m^2$ and $m^4$. The lists `a`, `b` and `c` hold the coefficients of those three powers, and entry `n` multiplies $r^n$. The proof does the angular integral with an antiderivative and the radial one term by term.

Q: Lean assigns the value zero to a divergent integral. Could that contaminate the result?

A: No. The step `hint` uses that very convention: each radial moment is nonzero, so its integrand must be integrable.

```lean
/-- The hydrogen average of a polynomial in `r` and `m` with the angular powers `1, m², m⁴`. -/
theorem average_polynomial {N : ℕ} {f : ℝ → ℝ → ℝ} (a b c : Fin N → ℝ)
    (h : ∀ r m, f r m = ∑ n, (a n + b n * m ^ 2 + c n * m ^ 4) * r ^ (n : ℕ)) :
    average f = ∑ n, 4 * (a n + b n / 3 + c n / 5)
      * ((((n : ℕ) + 2).factorial : ℝ) / 2 ^ ((n : ℕ) + 3)) := by
  have hint : ∀ n : ℕ, Integrable (fun r : ℝ => r ^ n * Real.exp (-2 * r))
      (volume.restrict (Set.Ioi 0)) := by
    intro n
    by_contra hn
    have h0 := integral_undef hn
    rw [radial_moment] at h0
    exact (by positivity : (n.factorial : ℝ) / 2 ^ (n + 1) ≠ 0) h0
  -- the angular integral
  have hang : ∀ u v w : ℝ, ∫ m in (-1 : ℝ)..1, (u + v * m ^ 2 + w * m ^ 4)
      = 2 * (u + v / 3 + w / 5) := by
    intro u v w
    have hd : ∀ x ∈ Set.uIcc (-1 : ℝ) 1, HasDerivAt
        (fun m : ℝ => u * m + v / 3 * m ^ 3 + w / 5 * m ^ 5) (u + v * x ^ 2 + w * x ^ 4) x := by
      intro x _
      refine ((((hasDerivAt_id' x).const_mul u).fun_add
        ((hasDerivAt_pow 3 x).const_mul (v / 3))).fun_add
        ((hasDerivAt_pow 5 x).const_mul (w / 5))).congr_deriv ?_
      simp only [Nat.cast_ofNat, Nat.reduceSub]
      ring
    rw [intervalIntegral.integral_eq_sub_of_hasDerivAt hd
      (Continuous.intervalIntegrable (by fun_prop) _ _)]
    ring
  have inner : ∀ r : ℝ, ∫ m in (-1 : ℝ)..1, f r m * (2 * r ^ 2 * Real.exp (-2 * r))
      = ∑ n, 4 * (a n + b n / 3 + c n / 5) * (r ^ ((n : ℕ) + 2) * Real.exp (-2 * r)) := by
    intro r
    simp only [h]
    rw [intervalIntegral.integral_mul_const, intervalIntegral.integral_finsetSum
      (fun n _ => Continuous.intervalIntegrable (by fun_prop) _ _), Finset.sum_mul]
    refine Finset.sum_congr rfl fun n _ => ?_
    rw [intervalIntegral.integral_mul_const, hang]
    ring
  unfold average
  simp only [inner]
  rw [integral_finsetSum _ (fun n _ => (hint _).const_mul _)]
  refine Finset.sum_congr rfl fun n _ => ?_
  rw [integral_const_mul, radial_moment]

/-- The average of `r m f1` is `-9/4`, and the average of `f2` vanishes. -/
theorem second_order_averages :
    average (fun r m => r * m * f1 r m) = -9 / 4 ∧ average f2 = 0 := by
  constructor
  · rw [average_polynomial (N := 8) ![0, 0, 0, 0, 0, 0, 0, 0]
      ![0, 0, -1, -1 / 2, 0, 0, 0, 0] ![0, 0, 0, 0, 0, 0, 0, 0] (by
        intro r m
        simp [Fin.sum_univ_eight, f1]
        ring)]
    simp only [Fin.sum_univ_eight, Matrix.cons_val]
    norm_num [Nat.factorial]
  · rw [average_polynomial (N := 8) ![-81 / 16, 0, 7 / 16, 1 / 24, 0, 0, 0, 0]
      ![0, 0, 15 / 16, 5 / 8, 1 / 8, 0, 0, 0] ![0, 0, 0, 0, 0, 0, 0, 0] (by
        intro r m
        simp [Fin.sum_univ_eight, f2]
        ring)]
    simp only [Fin.sum_univ_eight, Matrix.cons_val]
    norm_num [Nat.factorial]
```

Q: Then show me the fourth-order number.

A: The angular averages of $m^2$ and $m^2P_2$ are $1/3$ and $2/15$, so
$$\langle f_1\,rm\,f_2\rangle=-\tfrac13\Big\langle\big(r^2+\tfrac{r^3}2\big)\big(g_0+\tfrac25g_2\big)\Big\rangle,\qquad g_0+\tfrac25g_2=\tfrac{3r^4}{40}+\tfrac{5r^3}{12}+r^2-\tfrac{81}{16}.$$
Multiplying out gives
$$-\tfrac13\Big\langle\tfrac{3r^7}{80}+\tfrac{17r^6}{60}+\tfrac{11r^5}{12}+r^4-\tfrac{81r^3}{32}-\tfrac{81r^2}{16}\Big\rangle=-\tfrac{4329}{64}.$$
Also
$$\langle f_1^2\rangle=\tfrac13\Big\langle r^2+r^3+\tfrac{r^4}4\Big\rangle=\tfrac{43}8.$$
The total is $-\tfrac{4329}{64}+\tfrac94\cdot\tfrac{43}8=-\tfrac{3555}{64}$. The Lean proof supplies coefficient lists for the two integrands, checks them with `ring`, and leaves the arithmetic to `norm_num`.

```lean
/-- The combination of averages `⟨f1 r m f2⟩ + (9/4)⟨f1²⟩` equals `-3555/64`. -/
theorem fourth_order_energy :
    average (fun r m => f1 r m * (r * m) * f2 r m)
      + 9 / 4 * average (fun r m => f1 r m ^ 2) = -3555 / 64 := by
  rw [average_polynomial (N := 8) (f := fun r m => f1 r m * (r * m) * f2 r m)
    ![0, 0, 0, 0, 0, 0, 0, 0]
    ![0, 0, 81 / 16, 81 / 32, -7 / 16, -25 / 96, -1 / 48, 0]
    ![0, 0, 0, 0, -15 / 16, -35 / 32, -7 / 16, -1 / 16] (by
      intro r m
      simp [Fin.sum_univ_eight, f1, f2]
      ring),
    average_polynomial (N := 8) (f := fun r m => f1 r m ^ 2)
    ![0, 0, 0, 0, 0, 0, 0, 0] ![0, 0, 1, 1, 1 / 4, 0, 0, 0] ![0, 0, 0, 0, 0, 0, 0, 0] (by
      intro r m
      simp [Fin.sum_univ_eight, f1]
      ring)]
  simp only [Fin.sum_univ_eight, Matrix.cons_val]
  norm_num [Nat.factorial]
```

Q: That is a number. Why is it the energy?

A: By integration by parts. Since $\psi_0^2Af=-\tfrac12\nabla\cdot(\psi_0^2\nabla f)$, we have $\langle g\,Af\rangle=\tfrac12\langle\nabla g\cdot\nabla f\rangle$ for these factors; the boundary terms vanish. So $A$ is symmetric, and $\langle Af\rangle=0$. Averaging the second-order equation gives $E_2=\langle Vf_1\rangle=-9/4$. At third order, $E_3=\langle Vf_2\rangle-E_2\langle f_1\rangle=0$ by parity. At fourth order,
$$E_4=\langle Vf_3\rangle-E_2\langle f_2\rangle-E_3\langle f_1\rangle=\langle Vf_3\rangle.$$
Now insert $V=-Af_1$ and move $A$ across:
$$\langle Vf_3\rangle=-\langle f_1\,Af_3\rangle=\langle f_1Vf_2\rangle+\tfrac94\langle f_1^2\rangle.$$
Thus $f_3$ is not needed for $E_4$.

Q: Does Lean prove that symmetry argument?

A: No, it verifies the resulting equality by computing both sides. The $P_3$ part of $f_3$ drops out against $m$, leaving
$$\langle rmf_3\rangle=-\tfrac13\Big\langle\tfrac{r^7}{80}+\tfrac{2r^6}{15}+\tfrac{43r^5}{60}+\tfrac{71r^4}{40}+\tfrac{25r^3}{32}+\tfrac{25r^2}{16}\Big\rangle=-\tfrac{3555}{64}.$$
This is one instance of the $2n+1$ rule, by which wavefunction corrections through order $n$ fix the energy through order $2n+1$; the general rule is not proved here.

```lean
/-- The average of `r m f3` equals `⟨f1 r m f2⟩ + (9/4)⟨f1²⟩`. -/
theorem energy_from_third_order :
    average (fun r m => r * m * f3 r m)
      = average (fun r m => f1 r m * (r * m) * f2 r m)
        + 9 / 4 * average (fun r m => f1 r m ^ 2) := by
  rw [fourth_order_energy, average_polynomial (N := 8) ![0, 0, 0, 0, 0, 0, 0, 0]
    ![0, 0, -25 / 16, -25 / 32, -5 / 4, -31 / 96, -1 / 48, 0]
    ![0, 0, 0, 0, -7 / 8, -21 / 32, -3 / 16, -1 / 48] (by
      intro r m
      simp [Fin.sum_univ_eight, f3]
      ring)]
  simp only [Fin.sum_univ_eight, Matrix.cons_val]
  norm_num [Nat.factorial]

end

end HydrogenStarkResponse
```

```lean
#print axioms HydrogenStarkResponse.third_order_equation
#print axioms HydrogenStarkResponse.second_order_averages
#print axioms HydrogenStarkResponse.fourth_order_energy
#print axioms HydrogenStarkResponse.energy_from_third_order
```

```
'HydrogenStarkResponse.third_order_equation' depends on axioms: [propext, Classical.choice, Quot.sound]
'HydrogenStarkResponse.second_order_averages' depends on axioms: [propext, Classical.choice, Quot.sound]
'HydrogenStarkResponse.fourth_order_energy' depends on axioms: [propext, Classical.choice, Quot.sound]
'HydrogenStarkResponse.energy_from_third_order' depends on axioms: [propext, Classical.choice, Quot.sound]
```

Q: So what may I take from this into density functional perturbation theory?

A: An exact reference value for a nonlinear-response code, restricted to one electron in a fixed Coulomb potential, with no self-consistent response of a Hartree or exchange-correlation potential. The nucleus is fixed and the treatment is non-relativistic. The value is a coefficient of the formal series in $F$, and the theorems say nothing about the convergence of that series or about ionisation by the field.
